# The Takahashi-Imada correction keeps the Coulomb weight bounded at the nucleus

Let a charge at distance $r>0$ from a fixed nucleus feel the potential $V(r)=-Z/r$. For a time step $\tau$ and a correction coefficient $c$, with $Z,c,\tau>0$, the Takahashi-Imada exponent is

$$E(r)=-\tau V-c\tau^3V'^2=\frac{Z\tau}{r}-\frac{cZ^2\tau^3}{r^4}.$$

Its maximum is $M=\tfrac34\left(Z^2\tau/4c\right)^{1/3}$, attained only at $\rho=(4cZ\tau^2)^{1/3}$. The weight $e^{E}$ is therefore bounded, whereas the primitive weight $e^{Z\tau/r}$ diverges at the nucleus. In path-integral Monte Carlo, this removes the attractive collapse from the potential factor of a single time slice; the kinetic links between slices are not modelled.

## The potential and the two exponents

```lean
import Mathlib

open Filter Topology MeasureTheory

namespace TakahashiImadaCoulomb

noncomputable section

/-- The Coulomb potential `-Z/r` at distance `r > 0` from the nucleus; it is attractive for `Z > 0`.
-/
def coulomb (Z r : ℝ) : ℝ := -Z / r
```

This is $V(r)=-Z/r$, with the Coulomb coupling absorbed into $Z$.

```lean
/-- The exponent `-τ V(r)` of the primitive action with time step `τ`. -/
def primitiveExponent (τ : ℝ) (V : ℝ → ℝ) (r : ℝ) : ℝ := -τ * V r
```

The primitive exponent is $-\tau V(r)$. The argument `V : ℝ → ℝ` is an arbitrary function.

```lean
/-- The Takahashi-Imada exponent `-τ V(r) - c τ³ V'(r)²` for a radial potential `V`,
at radii where `V` is differentiable. -/
def tiExponent (c τ : ℝ) (V : ℝ → ℝ) (r : ℝ) : ℝ :=
  primitiveExponent τ V r - c * τ ^ 3 * (deriv V r) ^ 2
```

The correction subtracts $c\tau^3V'(r)^2$, where `deriv V r` is the derivative. For a radial potential, $V'^2$ is the squared gradient. Physically $\tau$ is an inverse energy, $\beta/P$ for $P$ time slices at inverse temperature $\beta$, and $c$ stands for $\hbar^2/(24m)$, with $m$ the particle's mass; here $c$ may be any positive number.

```lean
/-- The radius `(4 c Z τ²)^(1/3)`, for positive `Z`, `c` and `τ`. -/
def peakRadius (Z c τ : ℝ) : ℝ := (4 * c * Z * τ ^ 2) ^ (1 / 3 : ℝ)
```

This is $\rho$. The annotation `(1 / 3 : ℝ)` makes the exponent a real number.

```lean
/-- The value `(3/4) (Z² τ / (4c))^(1/3)`, for positive `Z`, `c` and `τ`. -/
def peakHeight (Z c τ : ℝ) : ℝ := 3 / 4 * (Z ^ 2 * τ / (4 * c)) ^ (1 / 3 : ℝ)
```

This is $M$.

## The explicit exponent

```lean
variable {Z c τ r : ℝ}

/-- Away from the nucleus the Coulomb potential has slope `Z/r²`, and the Takahashi-Imada
exponent is `Zτ/r - c Z² τ³/r⁴`. -/
theorem tiExponent_coulomb (hr : 0 < r) :
    HasDerivAt (coulomb Z) (Z / r ^ 2) r ∧
      tiExponent c τ (coulomb Z) r = Z * τ / r - c * Z ^ 2 * τ ^ 3 / r ^ 4 := by
  have hd : HasDerivAt (coulomb Z) (Z / r ^ 2) r := by
    have e : coulomb Z = fun y => -Z * y⁻¹ := by
      funext y
      simp only [coulomb, div_eq_mul_inv]
    rw [e]
    exact ((hasDerivAt_inv hr.ne').const_mul (-Z)).congr_deriv (by ring)
  refine ⟨hd, ?_⟩
  unfold tiExponent primitiveExponent
  rw [hd.deriv]
  unfold coulomb
  ring
```

A hypothesis such as `hr : 0 < r` is a named assumption. The theorem says that $V'(r)=Z/r^2$ and that $E$ has the explicit form above. By hand, differentiate $-Zr^{-1}$ and insert the result: $c\tau^3(Z/r^2)^2=cZ^2\tau^3/r^4$. The proof does the same, and `ring` finishes the algebra.

## An exact square around the peak

```lean
/-- The cube of the peak radius is `4 c Z τ²`, and the peak height is `(3/4) Zτ` divided by
the peak radius, for positive `Z`, `c` and `τ`. -/
theorem peak_relations (hZ : 0 < Z) (hc : 0 < c) (hτ : 0 < τ) :
    peakRadius Z c τ ^ 3 = 4 * c * Z * τ ^ 2 ∧
      peakHeight Z c τ = 3 / 4 * (Z * τ / peakRadius Z c τ) := by
  have h3 : peakRadius Z c τ ^ 3 = 4 * c * Z * τ ^ 2 := by
    unfold peakRadius
    rw [← Real.rpow_natCast, ← Real.rpow_mul (by positivity)]
    norm_num
  have hρ : 0 < peakRadius Z c τ := by unfold peakRadius; positivity
  refine ⟨h3, ?_⟩
  have hcube : Z ^ 2 * τ / (4 * c) = (Z * τ / peakRadius Z c τ) ^ 3 := by
    rw [div_pow, h3]
    field_simp
  have hroot : ∀ x : ℝ, 0 ≤ x → (x ^ 3) ^ (1 / 3 : ℝ) = x := by
    intro x hx
    rw [← Real.rpow_natCast, ← Real.rpow_mul hx]
    norm_num
  unfold peakHeight
  rw [hcube, hroot _ (by positivity)]
```

Cubing the definition gives $\rho^3=4cZ\tau^2$. Hence

$$\left(\frac{Z\tau}{\rho}\right)^3=\frac{Z^3\tau^3}{4cZ\tau^2}=\frac{Z^2\tau}{4c},$$

and the cube root gives $M=3Z\tau/(4\rho)$. In the proof, `hcube` is this equation and `hroot` takes the root.

```lean
/-- Exact distance of the exponent from its peak height: multiplied by `r⁴`, it contains
the square of the distance from the peak radius. Here `Z`, `c`, `τ` and `r` are positive. -/
theorem peak_gap (hZ : 0 < Z) (hc : 0 < c) (hτ : 0 < τ) (hr : 0 < r) :
    r ^ 4 * (peakHeight Z c τ - tiExponent c τ (coulomb Z) r) =
      peakHeight Z c τ / 3 * ((peakRadius Z c τ - r) ^ 2 *
        (peakRadius Z c τ ^ 2 + 2 * peakRadius Z c τ * r + 3 * r ^ 2)) := by
  obtain ⟨h3, hM⟩ := peak_relations hZ hc hτ
  have hρ : 0 < peakRadius Z c τ := by unfold peakRadius; positivity
  rw [hM, (tiExponent_coulomb hr).2]
  generalize peakRadius Z c τ = ρ at h3 hρ
  -- eliminate the coefficient c in favour of the peak radius
  have hcρ : c * Z ^ 2 * τ ^ 3 = Z * τ * ρ ^ 3 / 4 := by
    linear_combination (-(Z * τ) / 4) * h3
  rw [hcρ]
  field_simp
  ring
```

Since $cZ^2\tau^3=Z\tau\rho^3/4$,

$$r^4(M-E)=\frac{Z\tau}{4\rho}\left(3r^4-4\rho r^3+\rho^4\right)=\frac M3(\rho-r)^2(\rho^2+2\rho r+3r^2).$$

The device to look at here is `generalize`. It replaces the cube root `peakRadius Z c τ` by a bare variable `ρ`, keeping only $\rho>0$ and the equation for $\rho^3$. Then `linear_combination` eliminates $c$ by adding a multiple of that equation, `field_simp` clears denominators, and `ring` checks a polynomial identity. No fractional power is left to manipulate.

```lean
/-- For positive `Z`, `c` and `τ`, the Takahashi-Imada exponent of the Coulomb attraction
has maximum `(3/4) (Z² τ / (4c))^(1/3)` over `r > 0`, attained exactly at the radius
`(4 c Z τ²)^(1/3)`. -/
theorem tiExponent_max (hZ : 0 < Z) (hc : 0 < c) (hτ : 0 < τ) :
    0 < peakRadius Z c τ ∧
      (∀ r, 0 < r → tiExponent c τ (coulomb Z) r ≤ peakHeight Z c τ) ∧
      ∀ r, 0 < r →
        (tiExponent c τ (coulomb Z) r = peakHeight Z c τ ↔ r = peakRadius Z c τ) := by
  have hρ : 0 < peakRadius Z c τ := by unfold peakRadius; positivity
  have hM : 0 < peakHeight Z c τ := by unfold peakHeight; positivity
  refine ⟨hρ, fun r hr => ?_, fun r hr => ?_⟩
  · have g := peak_gap hZ hc hτ hr
    by_contra h
    have hneg := mul_neg_of_pos_of_neg (pow_pos hr 4) (sub_neg.2 (not_le.1 h))
    rw [g] at hneg
    exact absurd hneg (not_lt_of_ge (by positivity))
  · have g := peak_gap hZ hc hτ hr
    have hq : 0 < peakRadius Z c τ ^ 2 + 2 * peakRadius Z c τ * r + 3 * r ^ 2 := by
      positivity
    constructor
    · intro h
      rw [h, sub_self, mul_zero] at g
      have h2 := (mul_eq_zero.1 ((mul_eq_zero.1 g.symm).resolve_left
        (div_pos hM three_pos).ne')).resolve_right hq.ne'
      have h1 := (pow_eq_zero_iff two_ne_zero).1 h2
      linarith
    · intro h
      have h0 : r ^ 4 * (peakHeight Z c τ - tiExponent c τ (coulomb Z) r) = 0 := by
        rw [g, ← h]
        ring
      have h1 := (mul_eq_zero.1 h0).resolve_left (pow_pos hr 4).ne'
      linarith
```

The three parts say that $\rho>0$, that $E(r)\le M$, and that equality holds exactly when $r=\rho$. In the identity above, every factor on the right is positive except the square, which is non-negative and vanishes only at $r=\rho$. Lean obtains the bound by contradiction: $E>M$ would make the left side negative.

As $c\to0^+$ at fixed $Z$ and $\tau$, the formulas give $\rho\to0$ and $M\to\infty$, so the primitive divergence returns.

## The weights near the nucleus

```lean
/-- For positive `Z`, `c` and `τ`, the corrected weight is bounded over all `r > 0`, while
the primitive weight grows without limit as the nucleus is approached. -/
theorem collapse_removed (hZ : 0 < Z) (hc : 0 < c) (hτ : 0 < τ) :
    (∀ r, 0 < r →
      Real.exp (tiExponent c τ (coulomb Z) r) ≤ Real.exp (peakHeight Z c τ)) ∧
      Tendsto (fun r => Real.exp (primitiveExponent τ (coulomb Z) r)) (𝓝[>] 0) atTop := by
  refine ⟨fun r hr => Real.exp_le_exp.2 ((tiExponent_max hZ hc hτ).2.1 r hr), ?_⟩
  have e : ∀ r, primitiveExponent τ (coulomb Z) r = Z * τ * r⁻¹ := by
    intro r
    unfold primitiveExponent coulomb
    ring
  simp only [e]
  exact Real.tendsto_exp_atTop.comp
    (tendsto_inv_nhdsGT_zero.const_mul_atTop (mul_pos hZ hτ))
```

Exponentiating $E\le M$ gives $e^E\le e^M$. The symbol `𝓝[>] 0` means that $r$ approaches zero from above, and `atTop` means growth to $+\infty$. Since $Z\tau/r\to\infty$, so does its exponential.

```lean
/-- For positive `Z`, `c` and `τ`, the corrected weight tends to zero at the nucleus. -/
theorem ti_weight_vanishes (hZ : 0 < Z) (hc : 0 < c) (hτ : 0 < τ) :
    Tendsto (fun r => Real.exp (tiExponent c τ (coulomb Z) r)) (𝓝[>] 0) (𝓝 0) := by
  have hlim : Tendsto (fun r : ℝ => peakHeight (2 * Z) (c / 4) τ + -(Z * τ * r⁻¹))
      (𝓝[>] 0) atBot :=
    tendsto_atBot_add_const_left _ _ (tendsto_neg_atTop_atBot.comp
      (tendsto_inv_nhdsGT_zero.const_mul_atTop (mul_pos hZ hτ)))
  refine Real.tendsto_exp_atBot.comp (tendsto_atBot_mono' _ ?_ hlim)
  filter_upwards [self_mem_nhdsWithin] with r hr
  have hr' : 0 < r := hr
  -- doubling the charge and quartering c leaves the repulsive term unchanged
  have h := (tiExponent_max (Z := 2 * Z) (c := c / 4) (τ := τ)
    (by positivity) (by positivity) hτ).2.1 r hr'
  rw [(tiExponent_coulomb hr').2] at h ⊢
  have e : 2 * Z * τ / r - c / 4 * (2 * Z) ^ 2 * τ ^ 3 / r ^ 4 =
      Z * τ / r - c * Z ^ 2 * τ ^ 3 / r ^ 4 + Z * τ * r⁻¹ := by ring
  linarith
```

The corrected weight even tends to zero. This is an artefact of the finite time step: the exact thermal density of the attracted charge is positive at the nucleus. Replacing $Z$ by $2Z$ and $c$ by $c/4$ leaves the repulsive term unchanged and doubles the attraction. With $M'$ the peak height for these new values, the maximum theorem gives

$$E(r)+\frac{Z\tau}{r}\le M',\qquad\text{so}\qquad E(r)\le M'-\frac{Z\tau}{r}\to-\infty.$$

Here `hlim` is the limit of the upper bound, and `linarith` supplies the inequality.

## The radial integrals

```lean
/-- For positive `Z` and `τ`, the primitive weight with the radial volume factor `r²` is not
integrable over any ball of radius `R > 0` around the nucleus. -/
theorem primitive_not_integrable (hZ : 0 < Z) (hτ : 0 < τ) {R : ℝ} (hR : 0 < R) :
    ¬ IntegrableOn (fun r => r ^ 2 * Real.exp (primitiveExponent τ (coulomb Z) r))
      (Set.Ioc 0 R) := by
  intro h
  have ha : 0 < Z * τ := mul_pos hZ hτ
  have hinv : IntegrableOn (fun r : ℝ => r⁻¹) (Set.Ioc 0 R) := by
    refine Integrable.mono' (h.const_mul (6 / (Z * τ) ^ 3))
      measurable_inv.aestronglyMeasurable
      (ae_restrict_of_forall_mem measurableSet_Ioc fun r hr => ?_)
    have hr' : 0 < r := hr.1
    have e : primitiveExponent τ (coulomb Z) r = Z * τ * r⁻¹ := by
      unfold primitiveExponent coulomb
      ring
    -- the cubic term of the exponential series already gives 1/r
    have hexp := Real.pow_div_factorial_le_exp (Z * τ * r⁻¹) (by positivity) 3
    have h6 : ((Nat.factorial 3 : ℕ) : ℝ) = 6 := by norm_num [Nat.factorial]
    rw [h6] at hexp
    rw [Real.norm_of_nonneg (inv_pos.2 hr').le, e]
    calc r⁻¹ = 6 / (Z * τ) ^ 3 * (r ^ 2 * ((Z * τ * r⁻¹) ^ 3 / 6)) := by field_simp
      _ ≤ 6 / (Z * τ) ^ 3 * (r ^ 2 * Real.exp (Z * τ * r⁻¹)) := by gcongr
  rcases intervalIntegrable_inv_iff.1
    ((intervalIntegrable_iff_integrableOn_Ioc_of_le hR.le).2 hinv) with h0 | h0
  · exact hR.ne h0
  · exact h0 Set.left_mem_uIcc
```

`Set.Ioc 0 R` is the interval $(0,R]$, and $r^2$ is the radial volume factor without the constant $4\pi$. From $e^y\ge y^3/6$ for $y\ge0$,

$$r^2e^{Z\tau/r}\ge\frac{(Z\tau)^3}{6r}.$$

If the left side were integrable, so would $1/r$ be (`hinv`), but its integral diverges logarithmically at zero.

```lean
/-- For positive `Z`, `c` and `τ`, the corrected weight with the radial volume factor `r²` is
integrable over every ball around the nucleus. -/
theorem ti_integrable (hZ : 0 < Z) (hc : 0 < c) (hτ : 0 < τ) (R : ℝ) :
    IntegrableOn (fun r => r ^ 2 * Real.exp (tiExponent c τ (coulomb Z) r))
      (Set.Ioc 0 R) := by
  have hV : Measurable (coulomb Z) := measurable_const.div measurable_id
  have hf : Measurable (tiExponent c τ (coulomb Z)) :=
    (hV.const_mul (-τ)).sub (((measurable_deriv _).pow_const 2).const_mul (c * τ ^ 3))
  have hg : Continuous fun r : ℝ => r ^ 2 * Real.exp (peakHeight Z c τ) := by fun_prop
  refine Integrable.mono' hg.integrableOn_Ioc
    ((measurable_id.pow_const 2).mul
      (Real.measurable_exp.comp hf)).aestronglyMeasurable
    (ae_restrict_of_forall_mem measurableSet_Ioc fun r hr => ?_)
  rw [Real.norm_of_nonneg (by positivity)]
  exact mul_le_mul_of_nonneg_left ((collapse_removed hZ hc hτ).1 r hr.1) (sq_nonneg r)

end

end TakahashiImadaCoulomb
```

With the correction, $0\le r^2e^{E(r)}\le r^2e^M$, and the upper bound is integrable on $(0,R]$. `Integrable.mono'` is this comparison; it also needs the integrand to be measurable, which `hV` and `hf` prepare.

```lean
#print axioms TakahashiImadaCoulomb.tiExponent_coulomb
-- 'TakahashiImadaCoulomb.tiExponent_coulomb' depends on axioms: [propext, Classical.choice, Quot.sound]
#print axioms TakahashiImadaCoulomb.ti_weight_vanishes
-- 'TakahashiImadaCoulomb.ti_weight_vanishes' depends on axioms: [propext, Classical.choice, Quot.sound]
#print axioms TakahashiImadaCoulomb.primitive_not_integrable
-- 'TakahashiImadaCoulomb.primitive_not_integrable' depends on axioms: [propext, Classical.choice, Quot.sound]
#print axioms TakahashiImadaCoulomb.ti_integrable
-- 'TakahashiImadaCoulomb.ti_integrable' depends on axioms: [propext, Classical.choice, Quot.sound]
```
